# Fluctuation modes of the quartic kink, and the slope $1/(12w^2)$ of their amplitude ratio at the zero mode

Take the equation $f''=(4-6\,\mathrm{sech}^2y)f$. One solution is
$$f(y)=e^{2y}q(y),\qquad q(y)=3(1-\tanh y)^2 .$$
Since $1-\tanh y=e^{-y}/\cosh y$, this is $f=3\,\mathrm{sech}^2y$, which decays on both sides. The factor $q$ goes from $12$ on the far left to $0$ on the far right, so the ratio of right to left is zero.

Now replace $4$ by $k^2$ with $k=2+\varepsilon$. As shown below, the limits of $q$ become $(k+1)(k+2)$ and $(k-1)(k-2)$, and their ratio is $\varepsilon/12$ to first order. This $1/12$ is the number in the reduced determinant of the kink: the determinant of its fluctuation operator without the zero eigenvalue, divided by the determinant for small oscillations about one minimum. That ratio enters the semiclassical tunnelling splitting of a particle in a one-dimensional quartic double well when fluctuations are kept to quadratic order.

## The well, the kink and the mode

The mass is $1$, and $\tau$ is imaginary time. The well $V$ has minima at $\pm a$, where its curvature is $w^2$. The kink $x(\tau)=a\tanh(w\tau/2)$ runs between them.

```lean
import Mathlib

open Filter Topology

namespace KinkFluctuations

noncomputable section

/-- The quartic double well with minima at `a` and `-a` and frequency `w` there, for `a ≠ 0` and
`w > 0`. -/
def well (a w x : ℝ) : ℝ := w ^ 2 / (8 * a ^ 2) * (x ^ 2 - a ^ 2) ^ 2

/-- The kink centred at imaginary time zero. -/
def kink (a w τ : ℝ) : ℝ := a * Real.tanh (w * τ / 2)
```

For general $k$, the mode is $f=e^{ky}q$ with $q=k^2-1-3k\tanh y+3\tanh^2y$. In Lean, $q$ is `amplitude` and $f$ is `mode`; `modeSlope` is an explicit formula for $f'$.

```lean
/-- The factor `q` that multiplies the free exponential in a fluctuation mode. -/
def amplitude (k y : ℝ) : ℝ := k ^ 2 - 1 - 3 * k * Real.tanh y + 3 * Real.tanh y ^ 2

/-- The fluctuation mode `exp (k y) q(y)`. -/
def mode (k y : ℝ) : ℝ := Real.exp (k * y) * amplitude k y

/-- The explicit formula for the slope of the fluctuation mode. -/
def modeSlope (k y : ℝ) : ℝ :=
  Real.exp (k * y) * (k * amplitude k y + (6 * Real.tanh y - 3 * k) * (1 - Real.tanh y ^ 2))
```

The last two definitions are $R(k)=\frac{(k-1)(k-2)}{(k+1)(k+2)}$ and $k(l)=\sqrt{4+4l/w^2}$, where $l$ is a constant added to the fluctuation operator $-\partial_\tau^2+V''(x(\tau))$.

```lean
/-- The rational function `R(k)`, for `k` different from `-1` and `-2`. -/
def ratio (k : ℝ) : ℝ := (k - 1) * (k - 2) / ((k + 1) * (k + 2))

/-- The dimensionless wave number at spectral shift `l`, for `w ≠ 0` and `-w ^ 2 ≤ l`. -/
def waveNumber (w l : ℝ) : ℝ := Real.sqrt (4 + 4 * l / w ^ 2)
```

## Separate minima, $a\neq0$, and a direction of travel

Physically, $a\neq0$ says that there are two minima with a barrier between them. Write $t=\tanh(w\tau/2)$, so that $x=at$. Because $\tanh'=1-\tanh^2$,
$$\dot x=\tfrac{aw}{2}(1-t^2),\qquad 2V(x)=\tfrac{w^2}{4a^2}\,a^4(t^2-1)^2=\dot x^2 .$$
The kink therefore has zero energy in the inverted well. Taking the root as $\dot x=+\sqrt{2V}$ needs $aw\ge0$, which the theorem secures by $a>0$ and $w\ge0$. With $a<0<w$ the path runs the other way and the root changes sign. The curvature needs only $a\neq0$:
$$V''(x)=\tfrac{w^2}{2a^2}(3x^2-a^2)=\tfrac{w^2}{2}(3t^2-1)=w^2-\tfrac32w^2\,\mathrm{sech}^2(w\tau/2).$$
At $a=0$ the points $\pm a$ coincide, the formula for $V$ divides by zero, and there is no kink to expand around.

The first two lemmas supply the derivative of $\tanh$ and the identity $1-\tanh^2=\mathrm{sech}^2$.

```lean
/-- The slope of `tanh` is `1 - tanh ^ 2`. -/
theorem hasDerivAt_tanh (y : ℝ) : HasDerivAt Real.tanh (1 - Real.tanh y ^ 2) y := by
  have hc := (Real.cosh_pos y).ne'
  have h := (Real.hasDerivAt_sinh y).fun_div (Real.hasDerivAt_cosh y) hc
  have e : Real.tanh = fun x => Real.sinh x / Real.cosh x :=
    funext Real.tanh_eq_sinh_div_cosh
  rw [e]
  refine h.congr_deriv ?_
  show _ = 1 - (Real.sinh y / Real.cosh y) ^ 2
  rw [div_pow, eq_sub_iff_add_eq, ← add_div, div_eq_one_iff_eq (pow_ne_zero 2 hc)]
  ring

/-- The identity `1 - tanh ^ 2 = sech ^ 2`. -/
theorem one_sub_tanh_sq (y : ℝ) : 1 - Real.tanh y ^ 2 = 1 / Real.cosh y ^ 2 := by
  have hc := (Real.cosh_pos y).ne'
  rw [Real.tanh_eq_sinh_div_cosh]
  field_simp
  linarith [Real.cosh_sq y]
```

`HasDerivAt f m x` says that `f` is differentiable at `x` with derivative `m`. In `kink_velocity`, `hs` is the perfect square above, and the signs of $a$ and $w$ are used when `Real.sqrt_sq` takes its root.

```lean
/-- The kink with `a > 0` and `w ≥ 0` has velocity `sqrt (2 V)`: it moves at zero energy in the
inverted double well. -/
theorem kink_velocity {a w : ℝ} (ha : 0 < a) (hw : 0 ≤ w) (τ : ℝ) :
    HasDerivAt (kink a w) (Real.sqrt (2 * well a w (kink a w τ))) τ := by
  have lin : HasDerivAt (fun s : ℝ => w * s / 2) (w / 2) τ :=
    (((hasDerivAt_id' τ).const_mul w).div_const 2).congr_deriv (by ring)
  have hpos : 0 < 1 - Real.tanh (w * τ / 2) ^ 2 := by
    have := Real.cosh_pos (w * τ / 2)
    rw [one_sub_tanh_sq]
    positivity
  have hs : 2 * well a w (kink a w τ)
      = (a * ((1 - Real.tanh (w * τ / 2) ^ 2) * (w / 2))) ^ 2 := by
    unfold well kink
    field_simp
    ring
  rw [hs, Real.sqrt_sq (by positivity)]
  exact ((hasDerivAt_tanh _).comp τ lin).const_mul a
```

In `curvature_along_kink`, `h1` and `h2` are the two differentiations of $V$, and `field_simp` uses $a\neq0$ to cancel $a^2$.

```lean
/-- For `a ≠ 0`, the curvature of the double well along the kink is
`w ^ 2 - (3 / 2) w ^ 2 sech ^ 2 (w τ / 2)`. -/
theorem curvature_along_kink {a : ℝ} (ha : a ≠ 0) (w τ : ℝ) :
    deriv (deriv (well a w)) (kink a w τ)
      = w ^ 2 - 3 / 2 * w ^ 2 / Real.cosh (w * τ / 2) ^ 2 := by
  have h1 : deriv (well a w) = fun x => w ^ 2 / (2 * a ^ 2) * (x ^ 3 - a ^ 2 * x) := by
    funext x
    have hx : HasDerivAt (fun x : ℝ => x ^ 2) (2 * x) x := by simpa using hasDerivAt_pow 2 x
    have hp : HasDerivAt (fun x : ℝ => (x ^ 2 - a ^ 2) ^ 2) (2 * (x ^ 2 - a ^ 2) * (2 * x)) x := by
      simpa using (hx.sub_const (a ^ 2)).fun_pow 2
    exact ((hp.const_mul (w ^ 2 / (8 * a ^ 2))).congr_deriv (by ring)).deriv
  have h3 : HasDerivAt (fun x : ℝ => x ^ 3) (3 * kink a w τ ^ 2) (kink a w τ) := by
    simpa using hasDerivAt_pow 3 (kink a w τ)
  have h2 := ((h3.fun_sub ((hasDerivAt_id' (kink a w τ)).const_mul (a ^ 2))).const_mul
    (w ^ 2 / (2 * a ^ 2))).deriv
  rw [h1, h2]
  have e : w ^ 2 / (2 * a ^ 2) * (3 * kink a w τ ^ 2 - a ^ 2 * 1)
      = w ^ 2 - 3 / 2 * w ^ 2 * (1 - Real.tanh (w * τ / 2) ^ 2) := by
    unfold kink
    field_simp
    ring
  rw [e, one_sub_tanh_sq]
  ring
```

## No condition on $k$ for the differential equation

Let $t=\tanh y$ and $s=1-t^2$. Then $q'=(6t-3k)s$ and
$$q''=6s^2-2ts(6t-3k)=s(6-18t^2+6kt).$$
Adding $2kq'=s(12kt-6k^2)$ gives
$$q''+2kq'=-6s\,(k^2-1-3kt+3t^2)=-6s\,q .$$
Hence $f''=e^{ky}(k^2q+2kq'+q'')=(k^2-6\,\mathrm{sech}^2y)f$ for every real $k$.

The theorem states this as two derivatives: that of `mode` is `modeSlope`, and that of `modeSlope` is the right-hand side. In the proof, `hA` is $q'$, and the closing `ring` checks the polynomial identity in $t$ and $k$.

```lean
/-- The mode `f` has slope `modeSlope` and solves `f'' = (k ^ 2 - 6 sech ^ 2 y) f`. -/
theorem mode_equation (k y : ℝ) :
    HasDerivAt (mode k) (modeSlope k y) y ∧
    HasDerivAt (modeSlope k) ((k ^ 2 - 6 / Real.cosh y ^ 2) * mode k y) y := by
  have ht := hasDerivAt_tanh y
  have h2 : HasDerivAt (fun x => Real.tanh x ^ 2)
      (2 * Real.tanh y * (1 - Real.tanh y ^ 2)) y := by simpa using ht.fun_pow 2
  have hE : HasDerivAt (fun x => Real.exp (k * x)) (Real.exp (k * y) * k) y :=
    ((hasDerivAt_id' y).const_mul k).exp.congr_deriv (by ring)
  have hA : HasDerivAt (amplitude k) ((6 * Real.tanh y - 3 * k) * (1 - Real.tanh y ^ 2)) y :=
    (((ht.const_mul (3 * k)).const_sub (k ^ 2 - 1)).fun_add (h2.const_mul 3)).congr_deriv
      (by ring)
  constructor
  · exact (hE.fun_mul hA).congr_deriv (by unfold modeSlope; ring)
  · have hc : 6 / Real.cosh y ^ 2 = 6 * (1 - Real.tanh y ^ 2) := by
      rw [one_sub_tanh_sq]
      ring
    rw [hc]
    exact (hE.fun_mul ((hA.const_mul k).fun_add
      (((ht.const_mul 6).sub_const (3 * k)).fun_mul (h2.const_sub 1)))).congr_deriv
      (by unfold mode amplitude; ring)
```

## At or below the continuum edge, $l\ge-w^2$

Far from the kink, $V''+l$ tends to $w^2+l$. The hypothesis says that this is not negative, so solutions there do not oscillate. Equivalently, the spectral value $-l$ of the unshifted operator $-\partial_\tau^2+V''$ is at or below $w^2$, where its continuum starts. Set $g(\tau)=f(w\tau/2)$. Each derivative brings a factor $w/2$, so
$$\ddot g=\tfrac{w^2}{4}\bigl(k^2-6\,\mathrm{sech}^2(w\tau/2)\bigr)g=(V''(x(\tau))+l)\,g,$$
provided that $w^2k^2/4=w^2+l$. For $l<-w^2$ no real $k$ satisfies this.

The factor $4$ in $k^2=4+4l/w^2$ is easily lost, because $l$ belongs to the equation in $\tau$ and $k^2$ to the one in $y$. Writing $k^2=4+l/w^2$ leaves $l=0$ intact but turns the final slope into $1/(48w^2)$.

In the proof, `hn` uses the bound on $l$ to show that the radicand is nonnegative, and `hk` is the relation between $k$ and $l$. The final `linear_combination` inserts it. The hypothesis $w>0$ serves to cancel $w^2$.

```lean
/-- For `w > 0` and `l ≥ -w ^ 2`, the mode in imaginary time solves `g'' = (V'' + l) g`, with
`V''` the curvature of the double well (`a ≠ 0`) along the kink. -/
theorem fluctuation_equation {a w l : ℝ} (ha : a ≠ 0) (hw : 0 < w) (hl : -w ^ 2 ≤ l) (τ : ℝ) :
    HasDerivAt (fun s => mode (waveNumber w l) (w * s / 2))
      (w / 2 * modeSlope (waveNumber w l) (w * τ / 2)) τ ∧
    HasDerivAt (fun s => w / 2 * modeSlope (waveNumber w l) (w * s / 2))
      ((deriv (deriv (well a w)) (kink a w τ) + l) * mode (waveNumber w l) (w * τ / 2)) τ := by
  have lin : HasDerivAt (fun s : ℝ => w * s / 2) (w / 2) τ :=
    (((hasDerivAt_id' τ).const_mul w).div_const 2).congr_deriv (by ring)
  have hw2 : w ^ 2 ≠ 0 := by positivity
  have hn : 0 ≤ 4 + 4 * l / w ^ 2 := by
    have e : 4 + 4 * l / w ^ 2 = 4 * (w ^ 2 + l) / w ^ 2 := by
      rw [mul_add, add_div, mul_div_cancel_right₀ _ hw2]
    rw [e]
    exact div_nonneg (by linarith) (by positivity)
  have hk : w ^ 2 * waveNumber w l ^ 2 = 4 * w ^ 2 + 4 * l := by
    rw [waveNumber, Real.sq_sqrt hn, mul_add, ← mul_div_assoc, mul_div_cancel_left₀ _ hw2]
    ring
  have h := mode_equation (waveNumber w l) (w * τ / 2)
  constructor
  · have h1 := h.1.comp τ lin
    rw [mul_comm (w / 2)]
    exact h1
  · refine ((h.2.comp τ lin).const_mul (w / 2)).congr_deriv ?_
    rw [curvature_along_kink ha]
    linear_combination (mode (waveNumber w l) (w * τ / 2) / 4) * hk
```

At $l=0$ we have $k=2$, and the mode is the one from the opening. It is proportional to $\dot x$, the change in the kink under a shift in time. The proof follows the opening computation: `h` is $e^y(1-\tanh y)=\mathrm{sech}\,y$, which is then squared.

```lean
/-- At `k = 2` the mode is `3 sech ^ 2 y`. -/
theorem mode_two (y : ℝ) : mode 2 y = 3 / Real.cosh y ^ 2 := by
  have hc := (Real.cosh_pos y).ne'
  have hs : 1 - Real.tanh y = Real.exp (-y) / Real.cosh y := by
    rw [Real.tanh_eq_sinh_div_cosh, ← Real.cosh_sub_sinh, sub_div, div_self hc]
  have h : Real.exp y * (1 - Real.tanh y) = 1 / Real.cosh y := by
    rw [hs, ← mul_div_assoc, ← Real.exp_add, add_neg_cancel, Real.exp_zero]
  calc mode 2 y = 3 * (Real.exp y * (1 - Real.tanh y)) ^ 2 := by
        unfold mode amplitude
        rw [show 2 * y = y + y by ring, Real.exp_add]
        ring
    _ = 3 / Real.cosh y ^ 2 := by
        rw [h]
        ring
```

## A mode that vanishes in the far past, $k>0$

For $k>0$ the mode tends to zero on the left, where it behaves as $(k+1)(k+2)e^{ky}$. Putting $\tanh y\to\pm1$ into $q$ gives
$$q(+\infty)=k^2-3k+2=(k-1)(k-2),\qquad q(-\infty)=k^2+3k+2=(k+1)(k+2),$$
so $q(L)/q(-L)\to R(k)$ as $L\to\infty$. Compared with the free solution $e^{ky}$, the mode has its amplitude multiplied by $R(k)$ on its way past the kink.

The hypothesis keeps the left limit away from zero, and the proof uses it in the last line, where `hp` and `hm`, the right and left limits, are divided. At $k=-1$ or $k=-2$ the left limit is zero while the right one is not, and the ratio diverges. At other negative $k$ the formula for the limit still holds, but the mode no longer starts from zero.

```lean
/-- For `k > 0`, the ratio of the amplitudes far to the right and far to the left of the kink
tends to `R(k)`. -/
theorem amplitude_ratio {k : ℝ} (hk : 0 < k) :
    Tendsto (fun L => amplitude k L / amplitude k (-L)) atTop (𝓝 (ratio k)) := by
  have e (y : ℝ) : 1 - 2 / (Real.exp (2 * y) + 1) = Real.tanh y := by
    have := Real.exp_pos y
    rw [Real.tanh_eq_sinh_div_cosh, Real.sinh_eq, Real.cosh_eq, Real.exp_neg,
      show 2 * y = y + y by ring, Real.exp_add]
    field_simp
    ring
  have hT : Tendsto Real.tanh atTop (𝓝 1) := by
    have h1 : Tendsto (fun y : ℝ => Real.exp (2 * y) + 1) atTop atTop :=
      tendsto_atTop_add_const_right _ _
        (Real.tendsto_exp_atTop.comp (tendsto_id.const_mul_atTop (by norm_num : (0 : ℝ) < 2)))
    have h2 := (tendsto_const_nhds (x := (1 : ℝ))).sub (h1.const_div_atTop 2)
    rw [sub_zero] at h2
    exact h2.congr e
  -- the amplitude is a polynomial in tanh, which tends to 1 on the right and -1 on the left
  have hq (t : ℝ → ℝ) (c : ℝ) (h : Tendsto t atTop (𝓝 c)) :
      Tendsto (fun y => k ^ 2 - 1 - 3 * k * t y + 3 * t y ^ 2) atTop
        (𝓝 (k ^ 2 - 1 - 3 * k * c + 3 * c ^ 2)) :=
    (tendsto_const_nhds.sub (h.const_mul (3 * k))).add ((h.pow 2).const_mul 3)
  have hp : Tendsto (fun L => amplitude k L) atTop (𝓝 ((k - 1) * (k - 2))) := by
    rw [show (k - 1) * (k - 2) = k ^ 2 - 1 - 3 * k * 1 + 3 * 1 ^ 2 by ring]
    exact hq _ 1 hT
  have hm : Tendsto (fun L => amplitude k (-L)) atTop (𝓝 ((k + 1) * (k + 2))) := by
    rw [show (k + 1) * (k + 2) = k ^ 2 - 1 - 3 * k * (-1) + 3 * (-1) ^ 2 by ring]
    refine (hq _ (-1) hT.neg).congr fun L => ?_
    rw [amplitude, Real.tanh_neg]
  exact hp.div hm (by positivity)
```

## A finite time scale, $w>0$, and a shifted zero mode, $l\neq0$

The frequency $w$ sets the width of the kink in time. By hand, it enters through $k(l)$:
$$k'(0)=\frac{4/w^2}{2\sqrt4}=\frac1{w^2},\qquad R'(2)=\left.\frac{k-1}{(k+1)(k+2)}\right|_{k=2}=\frac1{12}.$$
The second value holds because $R$ is $(k-2)$ times the fraction shown. By the chain rule, $R(k(l))$ has slope $1/(12w^2)$ at $l=0$.

The theorem places $w^2$ on the left and states the slope of $w^2R$ as $1/12$. Lean sets $x/0=0$, so at $w=0$ a slope written as $1/(12w^2)$ would hold emptily as $0=0$, whereas the version with $w^2$ on the left fails there. The sign of $w$ is a convention, since only $w^2$ appears.

The condition $l\neq0$ belongs to the limit of $w^2R/l$, written with `𝓝[≠] 0`. The shift moves the zero eigenvalue to $l$, and dividing by $l$ takes that eigenvalue out. At $l=0$ itself $R$ vanishes, and a Gaussian integral over the zero mode would diverge. The limit $L\to\infty$ is taken first, at fixed $l$, and $l\to0$ second.

In the proof, `hk` is $k'(0)$, `hR` is $R'(2)$, and `hd` joins them by the chain rule. The third claim is the same derivative read as a limit of difference quotients.

```lean
/-- For `w > 0`, `R` vanishes at zero spectral shift `l`, `w ^ 2 R` has slope `1 / 12` there, and
`w ^ 2 R / l` tends to `1 / 12` as `l` tends to zero through nonzero values. -/
theorem reduced_ratio {w : ℝ} (hw : 0 < w) :
    ratio (waveNumber w 0) = 0 ∧
    HasDerivAt (fun l => w ^ 2 * ratio (waveNumber w l)) (1 / 12) 0 ∧
    Tendsto (fun l => w ^ 2 * ratio (waveNumber w l) / l) (𝓝[≠] 0) (𝓝 (1 / 12)) := by
  have h0 : waveNumber w 0 = 2 := by
    rw [waveNumber, show (4 : ℝ) + 4 * 0 / w ^ 2 = 2 ^ 2 by ring, Real.sqrt_sq (by norm_num)]
  have hz : ratio (waveNumber w 0) = 0 := by
    rw [h0, ratio]
    norm_num
  have hin : HasDerivAt (fun l : ℝ => 4 + 4 * l / w ^ 2) (4 / w ^ 2) 0 :=
    ((((hasDerivAt_id' (0 : ℝ)).const_mul 4).div_const (w ^ 2)).const_add 4).congr_deriv
      (by ring)
  have hk : HasDerivAt (waveNumber w) (1 / w ^ 2) 0 := by
    refine (hin.sqrt (by norm_num)).congr_deriv ?_
    have hs : Real.sqrt (4 + 4 * 0 / w ^ 2) = 2 := h0
    rw [hs]
    ring
  -- the slope of R at the zero mode k = 2
  have hR : HasDerivAt ratio (1 / 12) (waveNumber w 0) := by
    rw [h0]
    have i := hasDerivAt_id' (2 : ℝ)
    exact (((i.sub_const 1).fun_mul (i.sub_const 2)).fun_div
      ((i.add_const 1).fun_mul (i.add_const 2)) (by norm_num)).congr_deriv (by norm_num)
  have hd : HasDerivAt (fun l => w ^ 2 * ratio (waveNumber w l)) (1 / 12) 0 := by
    refine ((hR.comp 0 hk).const_mul (w ^ 2)).congr_deriv ?_
    have hw' := hw.ne'
    field_simp
  refine ⟨hz, hd, (hasDerivAt_iff_tendsto_slope.1 hd).congr fun l => ?_⟩
  simp only [slope_def_field, hz, mul_zero, sub_zero]

end

end KinkFluctuations
```

To call $R$ a ratio of functional determinants, and $1/(12w^2)$ the reduced determinant, is to invoke the Gelfand–Yaglom prescription, which is taken here as an interpretation; the theorems concern the solutions and their limits.

```lean
#print axioms KinkFluctuations.fluctuation_equation
#print axioms KinkFluctuations.mode_two
#print axioms KinkFluctuations.amplitude_ratio
#print axioms KinkFluctuations.reduced_ratio
```

```
'KinkFluctuations.fluctuation_equation' depends on axioms: [propext, Classical.choice, Quot.sound]
'KinkFluctuations.mode_two' depends on axioms: [propext, Classical.choice, Quot.sound]
'KinkFluctuations.amplitude_ratio' depends on axioms: [propext, Classical.choice, Quot.sound]
'KinkFluctuations.reduced_ratio' depends on axioms: [propext, Classical.choice, Quot.sound]
```
